# A half-integral spin multiplet is irreducible under the octahedral double group exactly for J = 1/2 and J = 3/2

The octahedral double group is modelled here as a finite group carrying an angle function `θ` with a prescribed number of elements at each angle and equal values on inverse elements, and a spin-$J$ multiplet is modelled as a complex representation whose character is the spin-$J$ character at those angles. Under these hypotheses, for half-integral $J$, the representation is irreducible if and only if $J$ is $1/2$ or $3/2$.

```lean
import Mathlib

open Real Finset

namespace OctahedralDoubleGroup

noncomputable section

/-- The character of the spin-`J` multiplet with `n = 2J + 1` states at rotation angle `t`:
the sum of `cos (m t)` over `m = -J, ..., J`. -/
def spinChar (n : ℕ) (t : ℝ) : ℝ :=
  ∑ k ∈ range n, Real.cos (((k : ℝ) - ((n : ℝ) - 1) / 2) * t)

/-- The three-term expression for the mean-square character of a half-integral spin multiplet
with `n` states over the 48 elements of the octahedral double group. -/
def meanSquare (n : ℕ) : ℝ :=
  (2 * (n : ℝ) ^ 2 + 16 * spinChar n (2 * π / 3) ^ 2 + 12 * spinChar n (π / 2) ^ 2) / 48

/-- The function `θ` assigns angles between `0` and `2π` to the elements of a finite group, each
angle occurring as often as in the octahedral double group, and inverse elements having equal
angles. -/
structure IsDoubleGroupAngle {G : Type} [Group G] [Fintype G] (θ : G → ℝ) : Prop where
  inv : ∀ g, θ g⁻¹ = θ g
  count : ∀ f : ℝ → ℝ, ∑ g, f (θ g) =
    f 0 + f (2 * π) + 8 * f (2 * π / 3) + 8 * f (4 * π / 3)
      + 6 * f (π / 2) + 6 * f (3 * π / 2) + 18 * f π

/-- The spin character times `sin (t/2)` is `sin (n t/2)`. -/
theorem sin_mul_spinChar (n : ℕ) (t : ℝ) :
    Real.sin (t / 2) * spinChar n t = Real.sin (n * t / 2) := by
  -- each term is a difference of two neighbouring sines, so the sum telescopes
  have key : ∀ (a : ℝ) (N : ℕ),
      2 * Real.sin (t / 2) * ∑ k ∈ range N, Real.cos (((k : ℝ) + a) * t)
        = Real.sin (((N : ℝ) + a - 1 / 2) * t) - Real.sin ((a - 1 / 2) * t) := by
    intro a N
    induction N with
    | zero => simp
    | succ N ih =>
      have e1 : (((N + 1 : ℕ) : ℝ) + a - 1 / 2) * t = ((N : ℝ) + a) * t + t / 2 := by
        push_cast; ring
      have e2 : ((N : ℝ) + a - 1 / 2) * t = ((N : ℝ) + a) * t - t / 2 := by ring
      rw [sum_range_succ, mul_add, ih, e1, e2, Real.sin_add, Real.sin_sub]
      ring
  have h := key (-(((n : ℝ) - 1) / 2)) n
  have e3 : ((n : ℝ) + -(((n : ℝ) - 1) / 2) - 1 / 2) * t = n * t / 2 := by ring
  have e4 : (-(((n : ℝ) - 1) / 2) - 1 / 2) * t = -(n * t / 2) := by ring
  rw [e3, e4, Real.sin_neg] at h
  have e5 : spinChar n t
      = ∑ k ∈ range n, Real.cos (((k : ℝ) + -(((n : ℝ) - 1) / 2)) * t) := by
    simp only [spinChar, sub_eq_add_neg]
  rw [e5]
  linarith

/-- For half-integral spin, replacing the angle `t` by `2π - t` reverses the sign of the
character. -/
theorem spinChar_two_pi_sub {n : ℕ} (hn : Even n) (t : ℝ) :
    spinChar n (2 * π - t) = -spinChar n t := by
  obtain ⟨j, rfl⟩ := hn
  unfold spinChar
  rw [← sum_neg_distrib]
  refine sum_congr rfl fun k _ => ?_
  -- the magnetic quantum number is an integer plus one half
  have h : ((k : ℝ) - (((j + j : ℕ) : ℝ) - 1) / 2) * (2 * π - t)
      = (π - ((k : ℝ) - (((j + j : ℕ) : ℝ) - 1) / 2) * t)
        + (((k : ℤ) - (j : ℤ) : ℤ) : ℝ) * (2 * π) := by
    push_cast; ring
  rw [h, Real.cos_add_int_mul_two_pi, Real.cos_pi_sub]

/-- For half-integral spin and a group with an angle function `θ` as in `IsDoubleGroupAngle`, the
squared spin character at the angles `θ g`, summed over the group, is 48 times the three-term
expression `meanSquare`. -/
theorem sum_sq_spinChar {G : Type} [Group G] [Fintype G] {θ : G → ℝ}
    (h : IsDoubleGroupAngle θ) {n : ℕ} (hn : Even n) :
    ∑ g, spinChar n (θ g) ^ 2 = 48 * meanSquare n := by
  have h0 : spinChar n 0 = n := by simp [spinChar]
  have h1 : spinChar n (2 * π) = -n := by
    have := spinChar_two_pi_sub hn 0
    rwa [sub_zero, h0] at this
  have h2 : spinChar n (4 * π / 3) = -spinChar n (2 * π / 3) := by
    rw [← spinChar_two_pi_sub hn]; congr 1; ring
  have h3 : spinChar n (3 * π / 2) = -spinChar n (π / 2) := by
    rw [← spinChar_two_pi_sub hn]; congr 1; ring
  -- the eighteen half-turns have vanishing character
  have h4 : spinChar n π = 0 := by
    have := spinChar_two_pi_sub hn π
    rw [show 2 * π - π = π by ring] at this
    linarith
  rw [h.count (fun t => spinChar n t ^ 2)]
  simp only [h0, h1, h2, h3, h4, meanSquare]
  ring

/-- The expression `meanSquare` in closed form, with the two character sums evaluated as sines. -/
theorem meanSquare_closed (n : ℕ) :
    meanSquare n = (2 * (n : ℝ) ^ 2 + 64 / 3 * Real.sin (n * π / 3) ^ 2
      + 24 * Real.sin (n * π / 4) ^ 2) / 48 := by
  have h1 := sin_mul_spinChar n (2 * π / 3)
  have h2 := sin_mul_spinChar n (π / 2)
  rw [show 2 * π / 3 / 2 = π / 3 by ring, Real.sin_pi_div_three,
    show (n : ℝ) * (2 * π / 3) / 2 = n * π / 3 by ring] at h1
  rw [show π / 2 / 2 = π / 4 by ring, Real.sin_pi_div_four,
    show (n : ℝ) * (π / 2) / 2 = n * π / 4 by ring] at h2
  have s3 : √(3 : ℝ) ^ 2 = 3 := Real.sq_sqrt (by norm_num)
  have s2 : √(2 : ℝ) ^ 2 = 2 := Real.sq_sqrt (by norm_num)
  rw [← h1, ← h2, mul_pow, mul_pow, div_pow, div_pow, s3, s2, meanSquare]
  ring

/-- For `J = 5/2`, with six states, the expression `meanSquare` is 2. -/
theorem meanSquare_six : meanSquare 6 = 2 := by
  rw [meanSquare_closed, show ((6 : ℕ) : ℝ) * π / 3 = 2 * π by push_cast; ring,
    show ((6 : ℕ) : ℝ) * π / 4 = π / 2 + π by push_cast; ring,
    Real.sin_two_pi, Real.sin_add_pi, Real.sin_pi_div_two]
  norm_num

/-- For even `n`, the expression `meanSquare n` is 1 exactly when `n = 2` or `n = 4`. -/
theorem meanSquare_eq_one_iff {n : ℕ} (hn : Even n) :
    meanSquare n = 1 ↔ n = 2 ∨ n = 4 := by
  have s3 : √(3 : ℝ) ^ 2 = 3 := Real.sq_sqrt (by norm_num)
  constructor
  · intro h
    have hc : n = 0 ∨ n = 2 ∨ n = 4 ∨ 6 ≤ n := by
      obtain ⟨j, rfl⟩ := hn
      omega
    rcases hc with rfl | h2 | h4 | h6
    · simp [meanSquare, spinChar] at h
    · exact Or.inl h2
    · exact Or.inr h4
    · -- the term `2 n ^ 2 / 48` alone is already more than 1
      have h6' : (6 : ℝ) ≤ n := by exact_mod_cast h6
      unfold meanSquare at h
      nlinarith [sq_nonneg (spinChar n (2 * π / 3)), sq_nonneg (spinChar n (π / 2))]
  · rintro (rfl | rfl)
    · rw [meanSquare_closed, show ((2 : ℕ) : ℝ) * π / 3 = π - π / 3 by push_cast; ring,
        show ((2 : ℕ) : ℝ) * π / 4 = π / 2 by push_cast; ring,
        Real.sin_pi_sub, Real.sin_pi_div_three, Real.sin_pi_div_two, div_pow, s3]
      norm_num
    · rw [meanSquare_closed, show ((4 : ℕ) : ℝ) * π / 3 = π / 3 + π by push_cast; ring,
        show ((4 : ℕ) : ℝ) * π / 4 = π by push_cast; ring,
        Real.sin_add_pi, Real.sin_pi_div_three, Real.sin_pi, neg_sq, div_pow, s3]
      norm_num

/-- Let a finite group have an angle function `θ` as in `IsDoubleGroupAngle`. A complex
representation whose character is the spin character with even `n` at the angles `θ g` is
irreducible exactly when `n` is 2 or 4. -/
theorem irreducible_iff {G : Type} [Group G] [Fintype G] {θ : G → ℝ}
    (h : IsDoubleGroupAngle θ) (V : FDRep ℂ G) {n : ℕ} (hn : Even n)
    (hV : ∀ g, V.character g = (spinChar n (θ g) : ℂ)) :
    CategoryTheory.Simple V ↔ n = 2 ∨ n = 4 := by
  have hsum : ∑ g, V.character g * V.character g⁻¹ = ((48 * meanSquare n : ℝ) : ℂ) := by
    rw [← sum_sq_spinChar h hn, Complex.ofReal_sum]
    refine sum_congr rfl fun g _ => ?_
    rw [hV, hV, h.inv]
    push_cast
    ring
  -- counting the elements angle by angle gives the group order 48
  have hcard : (Fintype.card G : ℝ) = 48 := by
    have := h.count (fun _ => 1)
    simp only [sum_const, card_univ, nsmul_eq_mul, mul_one] at this
    linarith
  have hcard' : (Fintype.card G : ℂ) = ((48 : ℝ) : ℂ) := by
    rw [← hcard]; simp
  rw [FDRep.simple_iff_char_is_norm_one, hsum, Nat.card_eq_fintype_card, hcard',
    Complex.ofReal_inj,
    ← meanSquare_eq_one_iff hn]
  constructor <;> intro h' <;> linarith

/-- Let a finite group have an angle function `θ` as in `IsDoubleGroupAngle`. A complex
representation whose character is that of a half-integral spin `J ≥ 5/2` at the angles `θ g` is not
irreducible. -/
theorem not_irreducible_of_five_halves_le {G : Type} [Group G] [Fintype G] {θ : G → ℝ}
    (h : IsDoubleGroupAngle θ) (V : FDRep ℂ G) {n : ℕ} (hn : Even n)
    (hV : ∀ g, V.character g = (spinChar n (θ g) : ℂ))
    (hJ : (5 / 2 : ℝ) ≤ ((n : ℝ) - 1) / 2) : ¬ CategoryTheory.Simple V := by
  rw [irreducible_iff h V hn hV]
  have h6 : (6 : ℝ) ≤ n := by linarith
  have h6' : 6 ≤ n := by exact_mod_cast h6
  omega

end

end OctahedralDoubleGroup
```

```lean
#print axioms OctahedralDoubleGroup.meanSquare_six
-- 'OctahedralDoubleGroup.meanSquare_six' depends on axioms: [propext, Classical.choice, Quot.sound]
#print axioms OctahedralDoubleGroup.not_irreducible_of_five_halves_le
-- 'OctahedralDoubleGroup.not_irreducible_of_five_halves_le' depends on axioms: [propext, Classical.choice, Quot.sound]
```

## Angles, populations and characters

A multiplet of spin $J$ has $n = 2J+1$ states, so half-integral $J$ means even $n$. A rotation by an angle $t$ multiplies the state with magnetic quantum number $m$, taken along the rotation axis, by a phase $e^{-imt}$. The trace is the sum of these phases. Since $m$ and $-m$ both occur, the sines cancel and the character is

$$c(t) = \sum_{m=-J}^{J} \cos(mt).$$

This is `spinChar n t`. The Lean sum runs over $k = 0, \dots, n-1$ with $m = k - (n-1)/2$, which keeps the summation index a natural number although $m$ is half-integral.

A half-integral spin changes sign under a rotation by $2\pi$, so the 24 rotations of a cube have to be doubled to 48 elements. Each element has a rotation angle between $0$ and $2\pi$, and the structure `IsDoubleGroupAngle` records how many elements have each angle:

| Angle | Elements | Character for even $n$ |
|---|---|---|
| $0$ | 1 | $n$ |
| $2\pi$ | 1 | $-n$ |
| $2\pi/3$ | 8 | $c(2\pi/3)$ |
| $4\pi/3$ | 8 | $-c(2\pi/3)$ |
| $\pi/2$ | 6 | $c(\pi/2)$ |
| $3\pi/2$ | 6 | $-c(\pi/2)$ |
| $\pi$ | 18 | $0$ |

The first two columns are assumed; the third is derived below. The field `count` states the populations as a rule for summing an arbitrary function `f` of the angle over the group. The field `inv` expresses that an inverse rotation has the same angle about the reversed axis.

## What the theorems assert about representations

In `irreducible_iff`, `V : FDRep ℂ G` is a finite-dimensional complex representation of the group `G`, and `hV` says that its character at each `g` is $c(\theta(g))$. The conclusion concerns `CategoryTheory.Simple V`, which means that $V$ is nonzero and has no invariant subspace other than zero and itself. This holds if and only if $n = 2$ or $n = 4$.

The theorem `not_irreducible_of_five_halves_le` restates one direction in terms of $J = (n-1)/2$: if $J \ge 5/2$, then $V$ is not irreducible. Such a $V$ is nonzero, because its character takes the value $n$ somewhere, so it does have a proper nonzero invariant subspace.

For an ion at a site of octahedral symmetry, treated as a single isolated $J$ multiplet, this means that the crystal field cannot split $J = 1/2$ or $J = 3/2$, while for half-integral $J \ge 5/2$ symmetry permits a splitting. The size of the splitting, and the mixing of different $J$, depend on the Hamiltonian, which does not appear in the model.

The file constructs neither the group nor the spin representation. The angle populations do not fix the multiplication table, and the theorems apply to any group and representation that meet the hypotheses. A more concrete model would take `G` to be the 48 matrices in $SU(2)$ that lie over the rotations of the cube, and `V` to be the restriction of the spin-$J$ representation of $SU(2)$. The populations and the character formula would then be lemmas to prove, and the conclusion would concern one specific representation without further assumptions. The argument from the characters onwards would stay the same.

## Evaluating the character by a telescoping sum

The product formula for sine and cosine gives

$$2\sin(t/2)\cos(mt) = \sin\big((m+\tfrac12)t\big) - \sin\big((m-\tfrac12)t\big).$$

Summed over $m = -J, \dots, J$, neighbouring terms cancel. The two ends remain:

$$2\sin(t/2)\,c(t) = \sin\big((J+\tfrac12)t\big) - \sin\big(-(J+\tfrac12)t\big) = 2\sin(nt/2).$$

Hence $\sin(t/2)\,c(t) = \sin(nt/2)$, which is `sin_mul_spinChar`. The Lean proof first establishes the telescoping identity for a sum of $N$ terms with an arbitrary offset $a$ in place of $-(n-1)/2$. The offset is held fixed while induction runs over $N$; the addition formulas for sine supply the inductive step. Setting $a = -(n-1)/2$ and $N = n$ then gives the result. Keeping the product form avoids a division by $\sin(t/2)$, which vanishes at $t = 0$ and $t = 2\pi$.

## How the sign change pairs the angles

Let $n = 2j$. Then $m = k - j + \tfrac12$, and

$$m(2\pi - t) = (\pi - mt) + 2\pi(k-j).$$

The last term is a whole number of turns, so $\cos(m(2\pi-t)) = \cos(\pi - mt) = -\cos(mt)$. Summing over $k$ gives $c(2\pi - t) = -c(t)$, and `spinChar_two_pi_sub` follows the same steps term by term.

Applied at $t = 0$, $2\pi/3$ and $\pi/2$, this relation gives the negative entries in the table. At $t = \pi$ it reads $c(\pi) = -c(\pi)$, so the 18 half-turns have character zero. The sum of squares over the group is therefore

$$\sum_{g} c(\theta(g))^2 = 2n^2 + 16\,c(2\pi/3)^2 + 12\,c(\pi/2)^2.$$

This is `sum_sq_spinChar`. Dividing by 48 gives the mean-square character $M(n)$, written `meanSquare n` in the file.

Evenness matters here. For $n = 1$, the spin-zero case, the character is 1 on every element and its true mean square is 1, but the three-term expression gives $30/48$ because it omits the half-turns.

## The values at two, four and six states

The telescoped identity at $t = 2\pi/3$ and $t = \pi/2$ reads

$$\sin(\pi/3)\,c(2\pi/3) = \sin(n\pi/3), \qquad \sin(\pi/4)\,c(\pi/2) = \sin(n\pi/4).$$

Since $\sin^2(\pi/3) = 3/4$ and $\sin^2(\pi/4) = 1/2$, squaring gives $c(2\pi/3)^2 = \tfrac43\sin^2(n\pi/3)$ and $c(\pi/2)^2 = 2\sin^2(n\pi/4)$. Substitution yields the closed form in `meanSquare_closed`:

$$M(n) = \frac{2n^2 + \tfrac{64}{3}\sin^2(n\pi/3) + 24\sin^2(n\pi/4)}{48}.$$

The three evaluations are

$$M(2) = \frac{8+16+24}{48} = 1,\qquad M(4) = \frac{32+16+0}{48} = 1,\qquad M(6) = \frac{72+0+24}{48} = 2.$$

The smallest half-integral case, $n = 2$, can also be read off directly. There $c(t) = 2\cos(t/2)$, so $c(2\pi/3) = 1$ and $c(\pi/2) = \sqrt2$, which reproduces the three contributions 8, 16 and 24.

For even $n \ge 6$ no trigonometry is needed. The elements at angles $0$ and $2\pi$ alone contribute $2n^2/48 \ge 72/48 = 3/2$, and the other terms are squares, so $M(n) > 1$.

The theorem `meanSquare_eq_one_iff` assembles these facts. In the forward direction, `omega` divides the even numbers into $0$, $2$, $4$ and those at least $6$. The case $n = 0$ has no physical multiplet, but the theorem allows it; its character sum is empty, so $M(0) = 0$. In the last case `nlinarith` combines $n \ge 6$ with the nonnegativity of the two squared characters. The reverse direction evaluates the closed form at 2 and 4. The value at 6 is proved separately in `meanSquare_six`, and the equivalence does not depend on it.

## From the mean square to irreducibility

A complex representation of a finite group is a direct sum of irreducible ones. If the $i$-th irreducible type occurs $a_i$ times, orthogonality of characters gives

$$\frac{1}{|G|}\sum_g \chi(g)\,\chi(g^{-1}) = \sum_i a_i^2,$$

where $\chi$ is the character of the representation. The right-hand side is 1 exactly when a single irreducible type occurs, and occurs once. The value $M(6) = 2$ accordingly signals two inequivalent irreducible parts for $J = 5/2$.

Mathlib provides the criterion as `FDRep.simple_iff_char_is_norm_one`, in the form that the sum of $\chi(g)\chi(g^{-1})$ equals the group order. The proof of `irreducible_iff` supplies both sides of that equation:

- By `hV` and the field `inv`, $\chi(g^{-1}) = \chi(g) = c(\theta(g))$. The sum is therefore $\sum_g c(\theta(g))^2 = 48\,M(n)$.
- Applying `count` to the constant function 1 gives the group order, $1+1+8+8+6+6+18 = 48$.

The criterion becomes $48\,M(n) = 48$, that is, $M(n) = 1$, and `meanSquare_eq_one_iff` turns this into $n = 2$ or $n = 4$. For the final theorem, $(n-1)/2 \ge 5/2$ gives $n \ge 6$, which excludes both values.
